# Singlet weight and perturbative dipole error for the lowest state of one singlet coupled to three degenerate triplet sublevels

When spin-orbit coupling mixes a singlet into a triplet, first-order perturbation theory, without renormalising the corrected state, estimates the singlet weight as the squared ratio of coupling to energy gap. Once the coupling exceeds the gap, this "weight" exceeds one. At weaker coupling the estimate looks reasonable but carries no indication of its error. For one singlet lying above three degenerate triplet sublevels, the error for the lowest of the four mixed states can be bounded in closed form.

```lean
import Mathlib

open Matrix ComplexConjugate

namespace SingletTripletMixing

noncomputable section
```

## The four-state model

Write \(\|u\|^2=\sum_i|u_i|^2\) for the squared Euclidean norm of a complex vector.

```lean
/-- The squared norm of a complex amplitude vector. -/
def sqNorm {n : ℕ} (u : Fin n → ℂ) : ℝ := ∑ i, ‖u i‖ ^ 2
```

The singlet lies at energy \(\Delta\), the triplet sublevels at zero. The vector \(v\in\mathbb C^3\) holds the spin-orbit matrix elements between them:
\[
H=\begin{pmatrix}\Delta & v^\dagger\\ v & 0\end{pmatrix}.
\]
Zero-field splitting, coupling among the sublevels and further electronic states are left out.

```lean
/-- The state-interaction matrix of a singlet at energy `Δ` (index 0) and three triplet
sublevels at energy zero (indices 1, 2, 3), with spin-orbit coupling vector `v`. -/
def stateMatrix (Δ : ℝ) (v : Fin 3 → ℂ) : Matrix (Fin 4) (Fin 4) ℂ :=
  !![(Δ : ℂ), conj (v 0), conj (v 1), conj (v 2);
     v 0, 0, 0, 0;
     v 1, 0, 0, 0;
     v 2, 0, 0, 0]
```

The mixing ratio is \(r=\|v\|^2/\Delta^2\).

```lean
/-- The mixing ratio `r = ‖v‖² / Δ²`, for a nonzero gap `Δ`. -/
def mixingRatio (Δ : ℝ) (v : Fin 3 → ℂ) : ℝ := sqNorm v / Δ ^ 2
```

The candidate for the lowest energy is \(E_-=\tfrac12\bigl(\Delta-\sqrt{\Delta^2+4\|v\|^2}\bigr)\).

```lean
/-- The energy `(Δ - √(Δ² + 4‖v‖²)) / 2`. -/
def lowerEnergy (Δ : ℝ) (v : Fin 3 → ℂ) : ℝ := (Δ - √(Δ ^ 2 + 4 * sqNorm v)) / 2
```

A state \(x=(x_0,x_1,x_2,x_3)\) has singlet amplitude \(x_0\). It need not be normalised, so its singlet weight is \(w=|x_0|^2/\|x\|^2\).

```lean
/-- The fraction of a nonzero state `x` that lies on the singlet. -/
def singletWeight (x : Fin 4 → ℂ) : ℝ := ‖x 0‖ ^ 2 / sqNorm x
```

Let \(d\in\mathbb C^3\) be the transition dipole from the singlet to the ground state. The triplets are assumed to have none of their own, so they emit only through singlet admixture. The dipole strength is then \(\sum_k|x_0d_k|^2/\|x\|^2\).

```lean
/-- The dipole strength of a nonzero state `x` when only its singlet component carries a
transition dipole `d` to the ground state. -/
def dipoleStrength (d : Fin 3 → ℂ) (x : Fin 4 → ℂ) : ℝ :=
  sqNorm (fun k => x 0 * d k) / sqNorm x
```

Two facts about norms are needed: \(\|u\|^2>0\) for \(u\ne0\), and \(\sum_i\bar v_iv_i=\|v\|^2\).

```lean
lemma sqNorm_pos {n : ℕ} {u : Fin n → ℂ} (hu : u ≠ 0) : 0 < sqNorm u := by
  obtain ⟨i, hi⟩ := Function.ne_iff.mp hu
  exact Finset.sum_pos' (fun j _ => by positivity)
    ⟨i, Finset.mem_univ i, pow_pos (norm_pos_iff.mpr hi) 2⟩

lemma conj_mul_sum (v : Fin 3 → ℂ) :
    conj (v 0) * v 0 + conj (v 1) * v 1 + conj (v 2) * v 2 = (sqNorm v : ℂ) := by
  simp [sqNorm, Fin.sum_univ_three, Complex.conj_mul']
```

Since \(\Delta\) is real and the off-diagonal blocks are conjugate, \(H\) is Hermitian; Lean compares the entries one by one.

```lean
/-- The state-interaction matrix is Hermitian. -/
theorem stateMatrix_isHermitian (Δ : ℝ) (v : Fin 3 → ℂ) : (stateMatrix Δ v).IsHermitian := by
  ext i j
  fin_cases i <;> fin_cases j <;> simp [stateMatrix]
```

In components, \(Hx=Ex\) reads
\[
\Delta x_0+\sum_{i=0}^{2}\bar v_i x_{i+1}=Ex_0,\qquad v_ix_0=Ex_{i+1}.
\]

```lean
/-- The eigenvalue equation written out for the singlet and the three triplet amplitudes. -/
theorem eigen_iff (Δ : ℝ) (v : Fin 3 → ℂ) (E : ℂ) (x : Fin 4 → ℂ) :
    stateMatrix Δ v *ᵥ x = E • x ↔
      (Δ : ℂ) * x 0 + (conj (v 0) * x 1 + (conj (v 1) * x 2 + conj (v 2) * x 3)) = E * x 0 ∧
      v 0 * x 0 = E * x 1 ∧ v 1 * x 0 = E * x 2 ∧ v 2 * x 0 = E * x 3 := by
  simp [funext_iff, Fin.forall_fin_succ, stateMatrix, dotProduct,
    Fin.sum_univ_four, add_assoc]
```

## Two triplet states stay dark

Assume from here on that the coupling does not vanish, \(v\ne0\). At \(E=0\) the triplet equations become \(v_ix_0=0\). Some \(v_i\) is nonzero, so \(x_0=0\), and the singlet equation leaves \(\sum_i\bar v_ix_{i+1}=0\).

```lean
/-- A state has energy zero exactly when it has no singlet component and its triplet part is
orthogonal to the coupling vector. -/
theorem zero_energy_iff (Δ : ℝ) {v : Fin 3 → ℂ} (hv : v ≠ 0) (x : Fin 4 → ℂ) :
    stateMatrix Δ v *ᵥ x = (0 : ℂ) • x ↔
      x 0 = 0 ∧ conj (v 0) * x 1 + (conj (v 1) * x 2 + conj (v 2) * x 3) = 0 := by
  rw [eigen_iff]
  constructor
  · rintro ⟨h0, h1, h2, h3⟩
    have hx : x 0 = 0 := by
      by_contra h
      have a0 : v 0 = 0 := by simpa [h] using h1
      have a1 : v 1 = 0 := by simpa [h] using h2
      have a2 : v 2 = 0 := by simpa [h] using h3
      apply hv
      ext i
      fin_cases i
      exacts [a0, a1, a2]
    exact ⟨hx, by simpa [hx] using h0⟩
  · rintro ⟨hx, h⟩
    simp [hx, h]
```

These two conditions form a linear map \(F:\mathbb C^4\to\mathbb C^2\) whose kernel is the zero-energy eigenspace. It is onto: \((y_0,y_1)\) is the image of \((y_0,cv)\) with \(c=y_1/\|v\|^2\). Rank-nullity gives dimension \(4-2=2\).

```lean
/-- The eigenspace at energy zero is two-dimensional. -/
theorem finrank_zero_energy (Δ : ℝ) {v : Fin 3 → ℂ} (hv : v ≠ 0) :
    Module.finrank ℂ (Module.End.eigenspace (Matrix.toLin' (stateMatrix Δ v)) 0) = 2 := by
  -- the two linear conditions of `zero_energy_iff`, as a map onto `ℂ²`
  let F : (Fin 4 → ℂ) →ₗ[ℂ] (Fin 2 → ℂ) :=
    Matrix.toLin' !![1, 0, 0, 0; 0, conj (v 0), conj (v 1), conj (v 2)]
  have hF (x : Fin 4 → ℂ) :
      F x = ![x 0, conj (v 0) * x 1 + (conj (v 1) * x 2 + conj (v 2) * x 3)] := by
    ext i
    fin_cases i <;> simp [F, Matrix.mulVec, dotProduct, Fin.sum_univ_four, add_assoc]
  have hker : Module.End.eigenspace (Matrix.toLin' (stateMatrix Δ v)) 0 = LinearMap.ker F := by
    ext x
    rw [Module.End.mem_eigenspace_iff, Matrix.toLin'_apply, zero_energy_iff Δ hv,
      LinearMap.mem_ker, hF]
    simp [funext_iff, Fin.forall_fin_two]
  have hV : (sqNorm v : ℂ) ≠ 0 := Complex.ofReal_ne_zero.mpr (sqNorm_pos hv).ne'
  have hsurj : LinearMap.range F = ⊤ := by
    rw [LinearMap.range_eq_top]
    intro y
    let c : ℂ := y 1 / sqNorm v
    have hc : c * sqNorm v = y 1 := div_mul_cancel₀ _ hV
    have h1 : conj (v 0) * (c * v 0) + (conj (v 1) * (c * v 1) + conj (v 2) * (c * v 2))
        = y 1 := by
      linear_combination c * conj_mul_sum v + hc
    refine ⟨![y 0, c * v 0, c * v 1, c * v 2], ?_⟩
    rw [hF]
    ext i
    fin_cases i
    · rfl
    · exact h1
  have h := LinearMap.finrank_range_add_finrank_ker F
  rw [hsurj, finrank_top, Module.finrank_fin_fun, Module.finrank_fin_fun] at h
  rw [hker]
  omega
```

## The lowest energy

Let \(E\ne0\). If \(x_0\) vanished, the triplet equations would make \(x=0\); hence \(x_0\neq0\). Multiplying the singlet equation by \(E\) and inserting \(Ex_{i+1}=v_ix_0\) gives \(E^2x_0=(\Delta E+\|v\|^2)x_0\), so
\[
E^2=\Delta E+\|v\|^2 .
\]
In Lean, `linear_combination` carries out this elimination.

```lean
/-- An eigenstate of nonzero energy `E` has a singlet component, and `E² = Δ E + ‖v‖²`. -/
theorem secular_equation {Δ E : ℝ} {v : Fin 3 → ℂ} {x : Fin 4 → ℂ} (hx : x ≠ 0) (hE : E ≠ 0)
    (h : stateMatrix Δ v *ᵥ x = (E : ℂ) • x) : x 0 ≠ 0 ∧ E ^ 2 = Δ * E + sqNorm v := by
  obtain ⟨h0, h1, h2, h3⟩ := (eigen_iff _ _ _ _).mp h
  have hx0 : x 0 ≠ 0 := by
    intro hz
    have a1 : x 1 = 0 := by simpa [hz, hE] using h1
    have a2 : x 2 = 0 := by simpa [hz, hE] using h2
    have a3 : x 3 = 0 := by simpa [hz, hE] using h3
    apply hx
    ext i
    fin_cases i
    exacts [hz, a1, a2, a3]
  refine ⟨hx0, ?_⟩
  -- eliminate the triplet amplitudes from the singlet equation
  have hc : (E : ℂ) ^ 2 = Δ * E + sqNorm v := by
    apply mul_right_cancel₀ hx0
    linear_combination (-(E : ℂ)) * h0 - conj (v 0) * h1 - conj (v 1) * h2
      - conj (v 2) * h3 + x 0 * conj_mul_sum v
  exact_mod_cast hc
```

\(E_-\) solves this quadratic, and it is negative because the square root exceeds \(\Delta\).

```lean
lemma lowerEnergy_spec {Δ : ℝ} {v : Fin 3 → ℂ} (hv : v ≠ 0) :
    lowerEnergy Δ v < 0 ∧ lowerEnergy Δ v ^ 2 = Δ * lowerEnergy Δ v + sqNorm v := by
  have hV := sqNorm_pos hv
  have hS : √(Δ ^ 2 + 4 * sqNorm v) ^ 2 = Δ ^ 2 + 4 * sqNorm v := Real.sq_sqrt (by positivity)
  have hlt : Δ < √(Δ ^ 2 + 4 * sqNorm v) := Real.lt_sqrt_of_sq_lt (by linarith)
  unfold lowerEnergy
  exact ⟨by linarith, by linear_combination hS / 4⟩
```

The vector \((E_-,v)\) is an eigenvector at \(E_-\); dividing it by \(\sqrt{E_-^2+\|v\|^2}\) normalises it. No eigenvalue lies lower. Zero is above \(E_-\), and for another root \(E<E_-\), subtracting the two quadratics would give
\[
(E_--E)(\Delta-E_--E)=0,
\]
although both factors are positive when \(\Delta>0\). `IsLeast` states both halves: \(E_-\) is an eigenvalue, and it bounds all real eigenvalues from below.

```lean
/-- `lowerEnergy` is the least eigenvalue of the state-interaction matrix. -/
theorem lowerEnergy_isLeast {Δ : ℝ} (hΔ : 0 < Δ) {v : Fin 3 → ℂ} (hv : v ≠ 0) :
    IsLeast {E : ℝ | ∃ x, x ≠ 0 ∧ stateMatrix Δ v *ᵥ x = (E : ℂ) • x} (lowerEnergy Δ v) := by
  obtain ⟨hneg, hq⟩ := lowerEnergy_spec (Δ := Δ) hv
  constructor
  · refine ⟨![(lowerEnergy Δ v : ℂ), v 0, v 1, v 2], ?_, ?_⟩
    · intro h
      have h0 : (lowerEnergy Δ v : ℂ) = 0 := congrFun h 0
      exact hneg.ne (Complex.ofReal_eq_zero.mp h0)
    · have hc : (lowerEnergy Δ v : ℂ) ^ 2 = Δ * lowerEnergy Δ v + sqNorm v := by
        exact_mod_cast hq
      rw [eigen_iff]
      refine ⟨?_, mul_comm _ _, mul_comm _ _, mul_comm _ _⟩
      change (Δ : ℂ) * lowerEnergy Δ v + (conj (v 0) * v 0 + (conj (v 1) * v 1
        + conj (v 2) * v 2)) = lowerEnergy Δ v * lowerEnergy Δ v
      linear_combination conj_mul_sum v - hc
  · rintro E ⟨x, hx, h⟩
    by_cases hE : E = 0
    · rw [hE]
      exact hneg.le
    · have hs := (secular_equation hx hE h).2
      by_contra hlt
      have hlt' : E < lowerEnergy Δ v := not_le.mp hlt
      nlinarith [mul_pos (sub_pos.mpr hlt')
        (show 0 < Δ - lowerEnergy Δ v - E by linarith)]
```

## The exact singlet weight

Let \(\Delta>0\), so that the singlet lies above the triplet, and write \(E=E_-\). Squaring the moduli of the triplet equations, summing, and adding \(E^2|x_0|^2\) gives
\[
E^2\|x\|^2=(E^2+\|v\|^2)|x_0|^2=-E(\Delta-2E)|x_0|^2,
\]
where the last step uses the quadratic. Cancelling \(E\) and using \(\Delta-2E=\Delta\sqrt{1+4r}\),
\[
w=\frac{-E}{\Delta-2E}=\frac12\left(1-\frac1{\sqrt{1+4r}}\right).
\]
In the proof, `hN` is the summed equation and `key` the cancelled one.

```lean
/-- Every eigenvector at the lowest energy has singlet weight `(1 - 1/√(1 + 4r)) / 2`. -/
theorem singletWeight_lowest {Δ : ℝ} (hΔ : 0 < Δ) {v : Fin 3 → ℂ} (hv : v ≠ 0)
    {x : Fin 4 → ℂ} (hx : x ≠ 0) (h : stateMatrix Δ v *ᵥ x = (lowerEnergy Δ v : ℂ) • x) :
    singletWeight x = (1 - 1 / √(1 + 4 * mixingRatio Δ v)) / 2 := by
  obtain ⟨hneg, hq⟩ := lowerEnergy_spec (Δ := Δ) hv
  have hV := sqNorm_pos hv
  have hsqrt : √(1 + 4 * mixingRatio Δ v) = (Δ - 2 * lowerEnergy Δ v) / Δ := by
    have e : 1 + 4 * mixingRatio Δ v = (Δ ^ 2 + 4 * sqNorm v) / Δ ^ 2 := by
      unfold mixingRatio
      field_simp
    rw [e, Real.sqrt_div (by positivity), Real.sqrt_sq hΔ.le]
    unfold lowerEnergy
    ring
  obtain ⟨-, h1, h2, h3⟩ := (eigen_iff _ _ _ _).mp h
  generalize lowerEnergy Δ v = E at *
  -- norms of the triplet equations
  have norm_eq {a b : ℂ} (hab : a * x 0 = E * b) : ‖a‖ ^ 2 * ‖x 0‖ ^ 2 = E ^ 2 * ‖b‖ ^ 2 := by
    have := congrArg (fun z : ℂ => ‖z‖ ^ 2) hab
    simpa only [norm_mul, mul_pow, Complex.norm_real, Real.norm_eq_abs, sq_abs] using this
  have hN : E ^ 2 * sqNorm x = (E ^ 2 + sqNorm v) * ‖x 0‖ ^ 2 := by
    simp only [sqNorm, Fin.sum_univ_four, Fin.sum_univ_three]
    linear_combination -norm_eq h1 - norm_eq h2 - norm_eq h3
  have key : (Δ - 2 * E) * ‖x 0‖ ^ 2 = -E * sqNorm x := by
    apply mul_left_cancel₀ hneg.ne
    linear_combination hN - ‖x 0‖ ^ 2 * hq
  have hD : Δ - 2 * E ≠ 0 := by linarith
  have hw : (1 - Δ / (Δ - 2 * E)) / 2 = -E / (Δ - 2 * E) := by
    rw [eq_div_iff hD]
    have hc : Δ / (Δ - 2 * E) * (Δ - 2 * E) = Δ := div_mul_cancel₀ _ hD
    linear_combination (-1 / 2) * hc
  rw [hsqrt, one_div_div, hw, singletWeight, div_eq_div_iff (sqNorm_pos hx).ne' hD]
  linear_combination key
```

Put \(s=\sqrt{1+4r}\ge1\), so \(r=(s^2-1)/4\). Then
\[
r-w=\frac{(s-1)^2(s+2)}{4s},\qquad
w-(r-3r^2)=\frac{(s-1)^3(3s^2+9s+8)}{16s}.
\]
Both are nonnegative, so \(r-3r^2\le w\le r\). For \(r>1/3\) the lower bound is negative and carries no information.

```lean
/-- For `r ≥ 0` the weight `(1 - 1/√(1 + 4r)) / 2` lies between `r - 3r²` and `r`. -/
theorem weight_bounds {r : ℝ} (hr : 0 ≤ r) :
    r - 3 * r ^ 2 ≤ (1 - 1 / √(1 + 4 * r)) / 2 ∧ (1 - 1 / √(1 + 4 * r)) / 2 ≤ r := by
  have hsq : √(1 + 4 * r) ^ 2 = 1 + 4 * r := Real.sq_sqrt (by linarith)
  have h1 : 1 ≤ √(1 + 4 * r) := Real.one_le_sqrt.mpr (by linarith)
  generalize √(1 + 4 * r) = s at *
  have hs : 0 < s := by linarith
  have hs1 : 0 ≤ s - 1 := by linarith
  have hrs : r = (s ^ 2 - 1) / 4 := by linarith
  -- both differences factor through powers of `s - 1`
  have e1 : (1 - 1 / s) / 2 - (r - 3 * r ^ 2)
      = (s - 1) ^ 3 * (3 * s ^ 2 + 9 * s + 8) / (16 * s) := by
    rw [hrs]
    field_simp
    ring
  have e2 : r - (1 - 1 / s) / 2 = (s - 1) ^ 2 * (s + 2) / (4 * s) := by
    rw [hrs]
    field_simp
    ring
  have p1 : 0 ≤ (s - 1) ^ 3 * (3 * s ^ 2 + 9 * s + 8) / (16 * s) :=
    div_nonneg (mul_nonneg (pow_nonneg hs1 3) (by positivity)) (by positivity)
  have p2 : 0 ≤ (s - 1) ^ 2 * (s + 2) / (4 * s) := by positivity
  exact ⟨by linarith, by linarith⟩
```

The main theorem collects these results for every \(\Delta>0\) and \(v\neq0\). Its weight formula and bounds hold for every nonzero eigenvector at \(E_-\).

```lean
/-- The zero-energy eigenspace is two-dimensional and free of singlet character; every
eigenvector at the least eigenvalue has singlet weight `w = (1 - 1/√(1 + 4r)) / 2`, and
`r - 3r² ≤ w ≤ r`. -/
theorem singlet_triplet_mixing {Δ : ℝ} (hΔ : 0 < Δ) {v : Fin 3 → ℂ} (hv : v ≠ 0) :
    Module.finrank ℂ (Module.End.eigenspace (Matrix.toLin' (stateMatrix Δ v)) 0) = 2 ∧
    (∀ x, stateMatrix Δ v *ᵥ x = (0 : ℂ) • x → x 0 = 0) ∧
    IsLeast {E : ℝ | ∃ x, x ≠ 0 ∧ stateMatrix Δ v *ᵥ x = (E : ℂ) • x} (lowerEnergy Δ v) ∧
    ∀ x, x ≠ 0 → stateMatrix Δ v *ᵥ x = (lowerEnergy Δ v : ℂ) • x →
      singletWeight x = (1 - 1 / √(1 + 4 * mixingRatio Δ v)) / 2 ∧
      mixingRatio Δ v - 3 * mixingRatio Δ v ^ 2 ≤ singletWeight x ∧
      singletWeight x ≤ mixingRatio Δ v := by
  refine ⟨finrank_zero_energy Δ hv, fun x h => ((zero_energy_iff Δ hv x).mp h).1,
    lowerEnergy_isLeast hΔ hv, fun x hx h => ?_⟩
  have hw := singletWeight_lowest hΔ hv hx h
  have hr : 0 ≤ mixingRatio Δ v := div_nonneg (sqNorm_pos hv).le (sq_nonneg Δ)
  rw [hw]
  exact ⟨rfl, weight_bounds hr⟩
```

## The error in phosphorescence strength

Triplet combinations orthogonal to \(v\) do not couple to the singlet, so the perturbative estimate for the lowest state starts from the normalised combination \(v/\|v\|\). Its first-order singlet amplitude is \(-\|v\|/\Delta\), which, if the corrected state is not renormalised, gives the perturbative dipole strength \(r\|d\|^2\). The exact strength in the model is \(w\|d\|^2\), so multiplying the weight bounds by \(\|d\|^2\) yields
\[
0\le r\|d\|^2-w\|d\|^2\le3r^2\|d\|^2 .
\]
In an electronic-structure calculation that reduces to this four-state model, the perturbative value therefore never underestimates the dipole strength, and \(r\) alone limits the excess relative to \(\|d\|^2\). The bound concerns dipole strength; an emission rate also depends on the transition energy.

```lean
/-- The perturbative dipole strength `r‖d‖²` of the lowest state is never below the exact one
and exceeds it by at most `3r²‖d‖²`. -/
theorem phosphorescence_error {Δ : ℝ} (hΔ : 0 < Δ) {v : Fin 3 → ℂ} (hv : v ≠ 0)
    (d : Fin 3 → ℂ) {x : Fin 4 → ℂ} (hx : x ≠ 0)
    (h : stateMatrix Δ v *ᵥ x = (lowerEnergy Δ v : ℂ) • x) :
    0 ≤ mixingRatio Δ v * sqNorm d - dipoleStrength d x ∧
    mixingRatio Δ v * sqNorm d - dipoleStrength d x ≤ 3 * mixingRatio Δ v ^ 2 * sqNorm d := by
  obtain ⟨-, hlo, hhi⟩ := (singlet_triplet_mixing hΔ hv).2.2.2 x hx h
  have hd : 0 ≤ sqNorm d := Finset.sum_nonneg fun i _ => by positivity
  have e : dipoleStrength d x = singletWeight x * sqNorm d := by
    simp only [dipoleStrength, singletWeight, sqNorm, norm_mul, mul_pow, ← Finset.mul_sum]
    ring
  rw [e]
  exact ⟨by nlinarith [mul_nonneg (sub_nonneg.mpr hhi) hd],
    by nlinarith [mul_nonneg (sub_nonneg.mpr hlo) hd]⟩

end

end SingletTripletMixing
```

```lean
#print axioms SingletTripletMixing.stateMatrix_isHermitian
-- 'SingletTripletMixing.stateMatrix_isHermitian' depends on axioms: [propext, Classical.choice, Quot.sound]
#print axioms SingletTripletMixing.singletWeight_lowest
-- 'SingletTripletMixing.singletWeight_lowest' depends on axioms: [propext, Classical.choice, Quot.sound]
#print axioms SingletTripletMixing.phosphorescence_error
-- 'SingletTripletMixing.phosphorescence_error' depends on axioms: [propext, Classical.choice, Quot.sound]
```
